# Partial sums of the large-$T$ expansion bound the Boys function $F_0(T)$ from alternate sides

A program that replaces the Boys function $F_0(T)$ by $\tfrac12\sqrt{\pi/T}$ at large $T$ makes an error, and a proved bound on that error shows where the switch is safe. Correction terms can reduce the error, but only up to a point. At any fixed $T$ the terms of the large-$T$ expansion eventually grow, so a loop that adds terms until they fall below a tolerance may never stop, and in that case its sum eventually gets worse. The bounds proved here hold at each finite number of terms.

## The enclosure and its derivation

For $T>0$ let
$$F_0(T)=\int_0^1 e^{-Tu^2}\,du,\qquad S_n=\frac{e^{-T}}{2T}\sum_{k<n}(-1)^k\frac{(2k-1)!!}{(2T)^k},$$
where $(2k-1)!!$ is the product of the first $k$ odd numbers, so that $(-1)!!=1$. The claim is that the gap $\tfrac12\sqrt{\pi/T}-F_0(T)$ is greater than $S_n$ for even $n$ and less than $S_n$ for odd $n$.

**The gap is a Gaussian tail.** Define
$$R_k=\int_1^\infty u^{-2k}e^{-Tu^2}\,du .$$
Since $\int_0^\infty e^{-Tu^2}du=\tfrac12\sqrt{\pi/T}$, splitting this integral at $u=1$ gives $\tfrac12\sqrt{\pi/T}-F_0(T)=R_0$.

**A recurrence.** Differentiation gives
$$\frac{d}{du}\left[-u^{-(2k+1)}e^{-Tu^2}\right]=(2k+1)u^{-2(k+1)}e^{-Tu^2}+2T\,u^{-2k}e^{-Tu^2}.$$
The bracket tends to $0$ at infinity and equals $-e^{-T}$ at $u=1$. Integrating from $1$ to $\infty$ therefore yields
$$(2k+1)R_{k+1}+2T\,R_k=e^{-T}.$$

**Bounds on the tail.** For $u>1$ a higher inverse power is smaller, so $R_{k+1}\le R_k$. Putting this into the recurrence gives $(2T+2k+1)R_k\ge e^{-T}$, so every $R_k$ is positive. With $R_{k+1}>0$, the recurrence then gives $2T\,R_k<e^{-T}$. Together,
$$\frac{e^{-T}}{2T+2k+1}\le R_k<\frac{e^{-T}}{2T}.$$

**The exact remainder.** Write $a_n=(2n-1)!!/(2T)^n$, so that $a_{n+1}=a_n(2n+1)/(2T)$. Solving the recurrence for $R_n$ and multiplying by $(-1)^na_n$ gives
$$(-1)^na_nR_n=(-1)^n\frac{e^{-T}}{2T}a_n+(-1)^{n+1}a_{n+1}R_{n+1}.$$
The first term on the right is exactly what turns $S_n$ into $S_{n+1}$. Starting from $S_0=0$ and $a_0=1$, induction gives
$$\tfrac12\sqrt{\pi/T}-F_0(T)=S_n+(-1)^na_nR_n .$$
Since $a_nR_n>0$, the remainder has the sign $(-1)^n$, which is the claim.

**Size of the error.** Let $t_n=a_ne^{-T}/(2T)$ be the magnitude of the first omitted term. The upper bound on $R_n$ shows that the error $a_nR_n$ is less than $t_n$. Moreover $t_{n+1}/t_n=(2n+1)/(2T)$, so this error bound shrinks from $n$ to $n+1$ exactly when $2n+1<2T$. At $T=10$ it shrinks up to $n=10$ and grows from there on.

A tempting shortcut is to quote the alternating series test, which also encloses a limit between successive partial sums. It does not apply here: it requires terms that decrease to zero, and these eventually increase. The enclosure comes from the sign of the exact remainder, and it survives even where the terms are growing.

## Definitions in Lean

```lean
import Mathlib

open MeasureTheory Set Filter Topology

namespace BoysAsymptotics

noncomputable section
```

The Boys function is an interval integral over $[0,1]$ with a real argument `T`.

```lean
/-- The Boys function of order zero, the integral of `exp (-T u²)` over `[0, 1]`. -/
def boysZero (T : ℝ) : ℝ := ∫ u in (0 : ℝ)..1, Real.exp (-T * u ^ 2)
```

The double factorial is written as a product over `Finset.range k`. The value at $k=0$ is then the empty product, and the expression $2k-1$ never has to be formed in the natural numbers.

```lean
/-- The product of the first `k` odd numbers, that is `(2k-1)!!` with `(-1)!! = 1`. -/
def oddFactorial (k : ℕ) : ℝ := ∏ j ∈ Finset.range k, (2 * (j : ℝ) + 1)
```

`asymptoticSum T n` is $S_n$. Its range contains $k=0,\dots,n-1$, so `n` counts the terms kept.

```lean
/-- The sum `S_n` of the first `n` terms of the large-`T` expansion. -/
def asymptoticSum (T : ℝ) (n : ℕ) : ℝ :=
  Real.exp (-T) / (2 * T) *
    ∑ k ∈ Finset.range n, (-1) ^ k * (oddFactorial k / (2 * T) ^ k)
```

`termSize T n` is $t_n$, the magnitude of the first term that $S_n$ leaves out.

```lean
/-- The magnitude of the term with index `n` in the large-`T` expansion. -/
def termSize (T : ℝ) (n : ℕ) : ℝ :=
  Real.exp (-T) / (2 * T) * (oddFactorial n / (2 * T) ^ n)
```

`tailMoment T k` is $R_k$, an integral over the open half-line `Ioi 1`.

```lean
/-- The Gaussian tail beyond `u = 1`, weighted by `u^(-2k)`. -/
def tailMoment (T : ℝ) (k : ℕ) : ℝ :=
  ∫ u in Ioi (1 : ℝ), (u ^ (2 * k))⁻¹ * Real.exp (-T * u ^ 2)
```

Every theorem below assumes `0 < T`. In Coulomb integrals over s-type Gaussians, $T$ is an exponent factor times a squared distance, measured from the centre of a product of two Gaussians to a nucleus or to the centre of another such product. The hypothesis therefore excludes only the case where these two points coincide, and there the expansion has no meaning.

## The tail integrals

Integrability follows by comparison: for $u>1$ the weight $u^{-2k}$ is at most $1$, so the integrand is dominated by the Gaussian itself.

```lean
/-- The weighted Gaussian tail is integrable for every positive `T`. -/
theorem tail_integrable {T : ℝ} (hT : 0 < T) (k : ℕ) :
    IntegrableOn (fun u : ℝ => (u ^ (2 * k))⁻¹ * Real.exp (-T * u ^ 2)) (Ioi 1) := by
  refine Integrable.mono' (integrable_exp_neg_mul_sq hT).integrableOn
    (Measurable.aestronglyMeasurable (by fun_prop)) ?_
  filter_upwards [ae_restrict_mem measurableSet_Ioi] with u hu
  have hu1 : 1 < u := hu
  have hu0 : 0 < u := by linarith
  rw [Real.norm_of_nonneg (by positivity)]
  exact mul_le_of_le_one_left (Real.exp_pos _).le
    (inv_le_one_of_one_le₀ (one_le_pow₀ hu1.le))
```

The recurrence follows the integration by parts above. `hderiv` is the derivative of the bracket; after the product rule, the exponential and the power $u^{2k}$ are replaced by plain symbols, and `field_simp` and `ring` check the remaining algebra. `h0` gives the limit at infinity by squeezing the function between $0$ and $u^{-(2k+1)}$. The fundamental theorem of calculus on a half-line then produces `key`, and linearity of the integral separates the two moments.

```lean
/-- Integration by parts links two successive tail moments. -/
theorem tailMoment_recurrence {T : ℝ} (hT : 0 < T) (k : ℕ) :
    (2 * (k : ℝ) + 1) * tailMoment T (k + 1) + 2 * T * tailMoment T k = Real.exp (-T) := by
  have hderiv : ∀ u ∈ Ici (1 : ℝ),
      HasDerivAt (fun u : ℝ => -((u ^ (2 * k + 1))⁻¹ * Real.exp (-T * u ^ 2)))
        ((2 * (k : ℝ) + 1) * ((u ^ (2 * (k + 1)))⁻¹ * Real.exp (-T * u ^ 2))
          + 2 * T * ((u ^ (2 * k))⁻¹ * Real.exp (-T * u ^ 2))) u := by
    intro u hu
    have hu1 : 1 ≤ u := hu
    have hu0 : u ≠ 0 := by linarith
    have h1 : HasDerivAt (fun u : ℝ => u ^ (2 * k + 1))
        (((2 * k + 1 : ℕ) : ℝ) * u ^ (2 * k)) u := by
      simpa using hasDerivAt_pow (2 * k + 1) u
    have h2 : HasDerivAt (fun u : ℝ => Real.exp (-T * u ^ 2))
        (Real.exp (-T * u ^ 2) * (-T * (2 * u))) u :=
      (((hasDerivAt_pow 2 u).const_mul (-T)).exp).congr_deriv (by simp)
    refine (((h1.inv (pow_ne_zero _ hu0)).mul h2).neg).congr_deriv ?_
    have e1 : u ^ (2 * k + 1) = u ^ (2 * k) * u := pow_succ _ _
    have e2 : u ^ (2 * (k + 1)) = u ^ (2 * k) * u ^ 2 := by ring
    have hp : u ^ (2 * k) ≠ 0 := pow_ne_zero _ hu0
    simp only [Pi.inv_apply, e1, e2]
    push_cast
    generalize Real.exp (-T * u ^ 2) = E
    generalize u ^ (2 * k) = p at hp ⊢
    field_simp
    ring
  -- the boundary term at infinity vanishes
  have h0 : Tendsto (fun u : ℝ => (u ^ (2 * k + 1))⁻¹ * Real.exp (-T * u ^ 2))
      atTop (𝓝 0) := by
    refine squeeze_zero' ?_ ?_ (tendsto_inv_atTop_zero.comp
      (tendsto_pow_atTop (α := ℝ) (n := 2 * k + 1) (by omega)))
    · filter_upwards [eventually_ge_atTop (1 : ℝ)] with u hu
      have hu0 : 0 < u := by linarith
      positivity
    · filter_upwards [eventually_ge_atTop (1 : ℝ)] with u hu
      have hu0 : 0 < u := by linarith
      change _ ≤ (u ^ (2 * k + 1))⁻¹
      exact mul_le_of_le_one_right (by positivity)
        (Real.exp_le_one_iff.2 (by nlinarith [mul_nonneg hT.le (sq_nonneg u)]))
  have hlim : Tendsto (fun u : ℝ => -((u ^ (2 * k + 1))⁻¹ * Real.exp (-T * u ^ 2)))
      atTop (𝓝 0) := by simpa using h0.neg
  have i1 := Integrable.const_mul (tail_integrable hT (k + 1)) (2 * (k : ℝ) + 1)
  have i2 := Integrable.const_mul (tail_integrable hT k) (2 * T)
  have key := integral_Ioi_of_hasDerivAt_of_tendsto' hderiv (i1.add i2) hlim
  rw [integral_add i1 i2, integral_const_mul, integral_const_mul] at key
  simp only [one_pow, inv_one, one_mul, mul_one, zero_sub, neg_neg] at key
  exact key
```

The two bounds are proved in the same order as by hand. The lower bound is established for every index `m` first, because the strict upper bound at `k` uses the positivity of the moment at `k + 1`.

```lean
/-- Each tail moment lies between `exp (-T) / (2T + 2k + 1)` and `exp (-T) / (2T)`. -/
theorem tailMoment_bounds {T : ℝ} (hT : 0 < T) (k : ℕ) :
    Real.exp (-T) / (2 * T + 2 * k + 1) ≤ tailMoment T k ∧
      tailMoment T k < Real.exp (-T) / (2 * T) := by
  have lower : ∀ m : ℕ, Real.exp (-T) / (2 * T + 2 * m + 1) ≤ tailMoment T m := by
    intro m
    -- beyond u = 1 a higher inverse power only lowers the integrand
    have anti : tailMoment T (m + 1) ≤ tailMoment T m := by
      refine setIntegral_mono_on (tail_integrable hT (m + 1)) (tail_integrable hT m)
        measurableSet_Ioi fun u hu => ?_
      have hu1 : 1 < u := hu
      have hu0 : 0 < u := by linarith
      exact mul_le_mul_of_nonneg_right (inv_anti₀ (by positivity)
        (pow_le_pow_right₀ hu1.le (by omega))) (Real.exp_pos _).le
    have hc : (0 : ℝ) ≤ 2 * m + 1 := by positivity
    rw [div_le_iff₀ (by positivity)]
    linarith [mul_le_mul_of_nonneg_left anti hc, tailMoment_recurrence hT m]
  refine ⟨lower k, ?_⟩
  have hpos : 0 < tailMoment T (k + 1) := lt_of_lt_of_le (by positivity) (lower (k + 1))
  have hc : (0 : ℝ) < 2 * k + 1 := by positivity
  rw [lt_div_iff₀ (by positivity)]
  linarith [mul_pos hc hpos, tailMoment_recurrence hT k]
```

## From the Boys function to the exact remainder

Splitting the half-line at $u=1$ becomes a statement about the disjoint union of `Ioc 0 1` and `Ioi 1`. Mathlib supplies the half-line Gaussian integral as `integral_gaussian_Ioi`.

```lean
/-- The gap between `½ √(π/T)` and the Boys function is the Gaussian tail beyond `u = 1`. -/
theorem gap_eq_tail {T : ℝ} (hT : 0 < T) :
    1 / 2 * √(Real.pi / T) - boysZero T = tailMoment T 0 := by
  have hi := integrable_exp_neg_mul_sq hT
  have hd : Disjoint (Ioc (0 : ℝ) 1) (Ioi 1) :=
    Set.disjoint_left.2 fun x hx hy => absurd hx.2 (not_le_of_gt hy)
  have h := setIntegral_union hd measurableSet_Ioi
    (hi.integrableOn (s := Ioc (0 : ℝ) 1)) (hi.integrableOn (s := Ioi (1 : ℝ)))
  rw [Ioc_union_Ioi_eq_Ioi zero_le_one, integral_gaussian_Ioi] at h
  have ht : tailMoment T 0 = ∫ u in Ioi (1 : ℝ), Real.exp (-T * u ^ 2) := by
    simp [tailMoment]
  rw [ht, boysZero, intervalIntegral.integral_of_le zero_le_one]
  linarith
```

The expansion is an equality for every `n`, with no limit taken. In the induction step, `hS` adds one term to the sum, `ho` adds one odd factor to the double factorial, and `hR` is the recurrence solved for $R_n$.

```lean
/-- The large-`T` expansion stopped after `n` terms, with its exact remainder. -/
theorem expansion_with_remainder {T : ℝ} (hT : 0 < T) (n : ℕ) :
    1 / 2 * √(Real.pi / T) - boysZero T = asymptoticSum T n +
      (-1) ^ n * (oddFactorial n / (2 * T) ^ n * tailMoment T n) := by
  rw [gap_eq_tail hT]
  induction n with
  | zero => simp [asymptoticSum, oddFactorial]
  | succ n ih =>
    have hS : asymptoticSum T (n + 1) = asymptoticSum T n + (-1) ^ n * termSize T n := by
      simp only [asymptoticSum, termSize, Finset.sum_range_succ]
      ring
    have ho : oddFactorial (n + 1) = oddFactorial n * (2 * (n : ℝ) + 1) :=
      Finset.prod_range_succ _ _
    have hR : tailMoment T n =
        (Real.exp (-T) - (2 * (n : ℝ) + 1) * tailMoment T (n + 1)) / (2 * T) := by
      rw [eq_div_iff (by positivity)]
      linarith [tailMoment_recurrence hT n]
    rw [ih, hS, ho, hR, termSize]
    ring
```

The coefficient $a_n$ is positive because all its factors are.

```lean
/-- The coefficients `(2n-1)!!/(2T)^n` are positive. -/
theorem coefficient_pos {T : ℝ} (hT : 0 < T) (n : ℕ) :
    0 < oddFactorial n / (2 * T) ^ n :=
  div_pos (Finset.prod_pos fun j _ => by positivity) (by positivity)
```

## The enclosure and the stopping rule

The main theorem consists of two implications, one for each parity, both with strict inequalities. The proof substitutes the exact expansion, evaluates $(-1)^n$ from the parity, and uses the positivity of $a_nR_n$. At $n=0$ it says simply that $F_0(T)<\tfrac12\sqrt{\pi/T}$.

```lean
/-- The partial sums enclose the gap `½ √(π/T) - F₀(T)`: those with an even number of terms
lie strictly below it, those with an odd number strictly above. -/
theorem boys_enclosure {T : ℝ} (hT : 0 < T) (n : ℕ) :
    (Even n → asymptoticSum T n < 1 / 2 * √(Real.pi / T) - boysZero T) ∧
      (Odd n → 1 / 2 * √(Real.pi / T) - boysZero T < asymptoticSum T n) := by
  have hR : 0 < tailMoment T n := lt_of_lt_of_le (by positivity) (tailMoment_bounds hT n).1
  have hpos := mul_pos (coefficient_pos hT n) hR
  rw [expansion_with_remainder hT n]
  constructor <;> intro h <;> rw [h.neg_one_pow] <;> linarith
```

For a Gaussian-basis electronic structure code that evaluates $F_0$ by its large-$T$ form, two successive partial sums give a guaranteed error bound, though only for order zero and in exact real arithmetic. Higher-order Boys functions and floating-point rounding need their own estimates.

The next theorem takes the absolute value of the remainder, which removes the sign, and applies the upper bound on `tailMoment T n`.

```lean
/-- The truncation error is smaller in magnitude than the first omitted term. -/
theorem truncation_error {T : ℝ} (hT : 0 < T) (n : ℕ) :
    |1 / 2 * √(Real.pi / T) - boysZero T - asymptoticSum T n| < termSize T n := by
  have hR : 0 < tailMoment T n := lt_of_lt_of_le (by positivity) (tailMoment_bounds hT n).1
  have hc := coefficient_pos hT n
  rw [expansion_with_remainder hT n, add_sub_cancel_left, abs_mul, abs_pow, abs_neg,
    abs_one, one_pow, one_mul, abs_of_pos (mul_pos hc hR), termSize,
    mul_comm (Real.exp (-T) / (2 * T))]
  exact mul_lt_mul_of_pos_left (tailMoment_bounds hT n).2 hc
```

The stopping rule rests on the identity `hs`, which is the ratio of successive terms with the denominator cleared: $t_{n+1}\cdot 2T=t_n(2n+1)$. Each direction of the equivalence then compares $2n+1$ with $2T$. The theorem concerns the bound $t_n$, not the actual error. For $T\le\tfrac12$ the bound never shrinks, and extra terms do not improve it.

```lean
/-- The terms decrease in size from index `n` to `n + 1` exactly when `2n + 1 < 2T`. -/
theorem term_decreases_iff {T : ℝ} (hT : 0 < T) (n : ℕ) :
    termSize T (n + 1) < termSize T n ↔ 2 * (n : ℝ) + 1 < 2 * T := by
  have h2 : 0 < 2 * T := by positivity
  have ha : 0 < termSize T n := mul_pos (by positivity) (coefficient_pos hT n)
  have hs : termSize T (n + 1) * (2 * T) = termSize T n * (2 * (n : ℝ) + 1) := by
    have ho : oddFactorial (n + 1) = oddFactorial n * (2 * (n : ℝ) + 1) :=
      Finset.prod_range_succ _ _
    rw [termSize, termSize, ho, pow_succ]
    field_simp
  constructor
  · intro h
    by_contra hc
    linarith [mul_lt_mul_of_pos_right h h2,
      mul_le_mul_of_nonneg_left (not_lt.1 hc) ha.le]
  · intro h
    refine lt_of_mul_lt_mul_right ?_ h2.le
    rw [hs]
    exact mul_lt_mul_of_pos_left h ha
```

The cases $n=1$ and $n=2$ give explicit bounds on $F_0$ itself. Because $F_0$ enters the gap with a minus sign, the directions reverse: the odd sum, an upper bound on the gap, becomes a lower bound on $F_0$. The two bounds differ by $e^{-T}/(4T^2)$, which is about $1.1\times10^{-7}$ at $T=10$.

```lean
/-- Explicit lower and upper bounds on the Boys function from one and two terms. -/
theorem boys_two_sided {T : ℝ} (hT : 0 < T) :
    1 / 2 * √(Real.pi / T) - Real.exp (-T) / (2 * T) < boysZero T ∧
      boysZero T < 1 / 2 * √(Real.pi / T)
        - Real.exp (-T) / (2 * T) * (1 - 1 / (2 * T)) := by
  have s1 : asymptoticSum T 1 = Real.exp (-T) / (2 * T) := by
    simp [asymptoticSum, oddFactorial]
  have s2 : asymptoticSum T 2 = Real.exp (-T) / (2 * T) * (1 - 1 / (2 * T)) := by
    simp only [asymptoticSum, oddFactorial, Finset.sum_range_succ, Finset.sum_range_zero,
      Finset.prod_range_succ, Finset.prod_range_zero]
    push_cast
    ring
  have h1 := (boys_enclosure hT 1).2 odd_one
  have h2 := (boys_enclosure hT 2).1 even_two
  rw [s1] at h1
  rw [s2] at h2
  constructor <;> linarith

end

end BoysAsymptotics
```

```lean
#print axioms BoysAsymptotics.truncation_error
#print axioms BoysAsymptotics.term_decreases_iff
#print axioms BoysAsymptotics.boys_two_sided
```

```
'BoysAsymptotics.truncation_error' depends on axioms: [propext, Classical.choice, Quot.sound]
'BoysAsymptotics.term_decreases_iff' depends on axioms: [propext, Classical.choice, Quot.sound]
'BoysAsymptotics.boys_two_sided' depends on axioms: [propext, Classical.choice, Quot.sound]
```
